# Limiting variances of finite-difference stochastic traces with shared and independent sign vectors

## Forces from two noisy energies

Displace one atom by a length $h$ and estimate the energy at both geometries with random vectors. The difference divided by $h$ approximates the energy derivative, but the division also magnifies the noise. How much noise survives as $h\to0$ depends on whether the two geometries use the same random vector.

For non-interacting electrons in a finite orthonormal basis, the energy is, up to a spin factor, the trace of $A(h)=f(H(h))\,H(h)$. Here $H(h)$ is the real symmetric Hamiltonian and $f$ the zero-temperature occupation function, one below the chemical potential and zero above it; no level lies at the chemical potential for $h$ near zero. A stochastic method estimates this trace by $s^TA(h)s$, where the entries of $s$ are random signs. If $H(h)$ is differentiable at $h=0$, the limits below describe how the variance of a finite-difference force along one displacement coordinate behaves at small $h$ in this model, up to the square of the spin factor.

## The two limits

Let $A(h)$ be real symmetric matrices of fixed finite size whose entries are differentiable at $h=0$, with derivative matrix $A'$. Define the off-diagonal weight, a sum over ordered pairs, by
$$W(M)=\sum_{i\neq j}M_{ij}^2 .$$
Let $s$ and $t$ be independent and uniform over all sign vectors. Then, as $h\to0$ with $h\neq0$,
$$\mathrm{Var}\,\frac{s^TA(h)s-s^TA(0)s}{h}\to 2W(A'),\qquad
h^2\,\mathrm{Var}\,\frac{s^TA(h)s-t^TA(0)t}{h}\to 4W(A(0)).$$
If $A(0)$ has a nonzero off-diagonal entry, the variance with independent vectors diverges.

## Noise of a single trace estimate

Write $E$ for the uniform average over sign vectors. Since $s_i^2=1$,
$$s^TMs=\mathrm{Tr}\,M+\sum_{i\neq j}M_{ij}s_is_j .$$
Flipping the sign at site $i$ permutes the sign vectors and turns $s_is_j$ into $-s_is_j$ when $i\neq j$. Hence $E[s_is_j]=0$, and the estimate has mean $\mathrm{Tr}\,M$.

Now take $i\neq j$ and $k\neq l$. If $i$ is absent from the pair $(k,l)$, flipping site $i$ shows that $E[s_is_js_ks_l]=0$; the same holds for $j$. If both are present, $(k,l)$ is $(i,j)$ or $(j,i)$, and the product is identically one. For a second matrix $B$, only these two terms survive:
$$\mathrm{Cov}(s^TMs,s^TBs)=\sum_{i\neq j}M_{ij}(B_{ij}+B_{ji})=2\sum_{i\neq j}M_{ij}B_{ij},$$
where the last equality uses the symmetry of $B$. Setting $B=M$ gives $\mathrm{Var}(s^TMs)=2W(M)$ for symmetric $M$.

## Taking the step to zero

With a shared vector, the quotient is itself a trace estimate, for the symmetric matrix $D_h=(A(h)-A(0))/h$. Its variance is $2W(D_h)$. Each entry of $D_h$ tends to that of $A'$, and $W$ is a finite sum of squares, so the limit is $2W(A')$.

With independent vectors, put $X=s^TA(h)s$ and $Y=t^TA(0)t$. The average of $(X-E[X])(Y-E[Y])$ factorises into two zeros, so
$$h^2\,\mathrm{Var}\frac{X-Y}{h}=\mathrm{Var}\,X+\mathrm{Var}\,Y=2W(A(h))+2W(A(0)).$$
Differentiability implies continuity at zero, which gives the limit $4W(A(0))$. If this is positive, multiplication by $1/h^2$ gives the divergence.

## The step in a force calculation

A program draws $s$, applies $A(h)$ to it, for instance through a polynomial expansion in $H(h)$, and takes the scalar product with $s$. For correlated sampling it keeps $s$, repeats this with $A(0)$, subtracts and divides by $h$.

Take two sites with both levels filled, so that $A(h)=H(h)$, and let this matrix have zero diagonal and off-diagonal entry $1+h$. The exact trace is zero at every $h$, so the example shows only the noise. The shared-vector quotient is $2s_1s_2$, with variance $4$ at every $h\neq0$. With independent vectors the variance is $(4(1+h)^2+4)/h^2$, which is $80804$ at $h=0.01$. Averaging over independent pairs divides the variance by their number, so it takes $20201$ pairs to match one shared vector.

## Reading the Lean statement

The finite type `ι` labels the basis functions and is the same at both geometries. A sign vector is a function `ι → ℤˣ`, because the units of the integers are $\pm1$; `spin s i` is the entry as a real number. `estimate` is the quadratic form and `offDiagWeight` is $W$. `mean` and `variance` are averages over the whole sample space, so `variance` divides by the number of points, not by that number minus one. A pair `st` from the product space represents two independent vectors, with `st.1` used at the displaced geometry.

In `correlated_sampling`, `hsymm` requires symmetry at every `h`, and `hA` is the entrywise derivative at zero. Differentiability is assumed; physically, it stands for a matrix function that responds smoothly to the displacement. The filter `𝓝[≠] 0` lets $h$ approach zero from both sides without reaching it. In `independent_sampling_diverges`, `atTop` means growth beyond every bound.

The matrices are fixed functions of $h$, independent of the random vectors. This leaves out self-consistent calculations in which the sampled density feeds back into the Hamiltonian. The theorems concern variance, not the finite-difference error of the mean, and only random signs, not Gaussian or complex vectors.

## The complete file

```lean
import Mathlib

open Filter Topology Finset

namespace CorrelatedSampling

noncomputable section

variable {ι Ω : Type*} [Fintype ι] [DecidableEq ι] [Fintype Ω]

/-- Uniform average of an observable over a finite, nonempty sample space. -/
def mean (f : Ω → ℝ) : ℝ := (∑ ω, f ω) / Fintype.card Ω

/-- Covariance of two observables on a finite, nonempty, uniform sample space. -/
def covariance (f g : Ω → ℝ) : ℝ := mean fun ω => (f ω - mean f) * (g ω - mean g)

/-- Variance of an observable on a finite, nonempty, uniform sample space. -/
def variance (f : Ω → ℝ) : ℝ := covariance f f

/-- The entry `±1` of a sign vector at site `i`, as a real number. -/
def spin (s : ι → ℤˣ) (i : ι) : ℝ := ((s i : ℤ) : ℝ)

/-- The sign vector that is `-1` at site `a` and `1` elsewhere. -/
def flipAt (a : ι) : ι → ℤˣ := fun i => if i = a then -1 else 1

/-- The stochastic trace estimate `sᵀ A s` for the sign vector `s`. -/
def estimate (A : Matrix ι ι ℝ) (s : ι → ℤˣ) : ℝ :=
  ∑ i, ∑ j, spin s i * A i j * spin s j

/-- The off-diagonal weight: the sum of `A i j ^ 2` over all `i ≠ j`. -/
def offDiagWeight (A : Matrix ι ι ℝ) : ℝ :=
  ∑ p ∈ (univ : Finset ι).offDiag, A p.1 p.2 ^ 2

/-- On a nonempty sample space, the average of a constant plus a linear combination of observables
is the constant plus the same combination of their averages. -/
theorem mean_affine [Nonempty Ω] {κ : Type*} (a : ℝ) (S : Finset κ) (c : κ → ℝ)
    (F : κ → Ω → ℝ) :
    mean (fun ω => a + ∑ k ∈ S, c k * F k ω) = a + ∑ k ∈ S, c k * mean (F k) := by
  have hN : (Fintype.card Ω : ℝ) ≠ 0 := Nat.cast_ne_zero.mpr Fintype.card_ne_zero
  unfold mean
  rw [sum_add_distrib, add_div, sum_const, card_univ, nsmul_eq_mul,
    mul_div_cancel_left₀ _ hN, Finset.sum_comm, Finset.sum_div]
  congr 1
  refine sum_congr rfl fun k _ => ?_
  rw [← mul_sum, mul_div_assoc]

/-- The square of each entry of a sign vector is one. -/
theorem spin_mul_self {κ : Type*} (s : κ → ℤˣ) (i : κ) : spin s i * spin s i = 1 := by
  rcases Int.units_eq_one_or (s i) with h | h <;> simp [spin, h]

/-- An observable that changes sign when the sign at one site is flipped has zero average. -/
theorem mean_eq_zero_of_flip (a : ι) (f : (ι → ℤˣ) → ℝ)
    (hf : ∀ s, f (flipAt a * s) = -f s) : mean f = 0 := by
  have h : ∑ s, f (flipAt a * s) = ∑ s, f s :=
    Equiv.sum_comp (Equiv.mulLeft (flipAt a)) f
  simp only [hf, sum_neg_distrib] at h
  have h0 : ∑ s, f s = 0 := by linarith
  rw [mean, h0, zero_div]

/-- For `i ≠ j`, the average of `s_i s_j s_k s_l` is one if the pairs `(i, j)` and `(k, l)`
coincide in either order, and zero otherwise. -/
theorem mean_pair_mul_pair {i j k l : ι} (hp : i ≠ j) :
    mean (fun s : ι → ℤˣ => spin s i * spin s j * (spin s k * spin s l)) =
      (if (k, l) = (i, j) then 1 else 0) + (if (k, l) = (j, i) then 1 else 0) := by
  by_cases hi : k ≠ i ∧ l ≠ i
  · -- site `i` occurs once
    refine (mean_eq_zero_of_flip i _ fun s => ?_).trans ?_
    · simp [spin, flipAt, hp.symm, hi.1, hi.2]
    · simp [hi.1, hi.2]
  by_cases hj : k ≠ j ∧ l ≠ j
  · -- site `j` occurs once
    refine (mean_eq_zero_of_flip j _ fun s => ?_).trans ?_
    · simp [spin, flipAt, hp, hj.1, hj.2]
    · simp [hj.1, hj.2]
  -- the pairs coincide, and the product is identically one
  have hkl : (k = i ∧ l = j) ∨ (k = j ∧ l = i) := by grind
  have h1 : (fun s : ι → ℤˣ => spin s i * spin s j * (spin s k * spin s l)) =
      fun _ => 1 + ∑ x ∈ (∅ : Finset ι), (0 : ℝ) * 0 := by
    funext s
    rw [sum_empty, add_zero]
    rcases hkl with ⟨hk, hl⟩ | ⟨hk, hl⟩ <;> rw [hk, hl] <;>
      linear_combination spin s j * spin s j * spin_mul_self s i + spin_mul_self s j
  rw [h1, mean_affine 1 ∅ (fun _ : ι => 0) (fun _ _ => 0), sum_empty, add_zero]
  rcases hkl with ⟨hk, hl⟩ | ⟨hk, hl⟩ <;> rw [hk, hl] <;> simp [hp, hp.symm]

/-- The estimate `sᵀ A s` is the trace of `A` plus noise from the off-diagonal entries. -/
theorem estimate_eq (A : Matrix ι ι ℝ) (s : ι → ℤˣ) :
    estimate A s = A.trace +
      ∑ p ∈ (univ : Finset ι).offDiag, A p.1 p.2 * (spin s p.1 * spin s p.2) := by
  have hs : (univ : Finset ι).offDiag = univ.filter (fun p => p.1 ≠ p.2) := by
    ext p; simp
  rw [hs, sum_filter, Fintype.sum_prod_type, Matrix.trace, ← sum_add_distrib]
  unfold estimate
  refine sum_congr rfl fun i _ => ?_
  have h : ∀ j, spin s i * A i j * spin s j = (if i = j then A i i else 0) +
      (if i ≠ j then A i j * (spin s i * spin s j) else 0) := by
    intro j
    by_cases hij : i = j
    · subst hij
      rw [if_pos rfl, if_neg (by simp)]
      linear_combination A i i * spin_mul_self s i
    · rw [if_neg hij, if_pos hij]; ring
  rw [sum_congr rfl fun j _ => h j, sum_add_distrib]
  simp

/-- With a common sign vector, the covariance of the estimates for `A` and `B` is twice the
sum of `A i j * B i j` over `i ≠ j`, provided `B` is symmetric. -/
theorem covariance_estimate (A B : Matrix ι ι ℝ) (hB : B.IsSymm) :
    covariance (estimate A) (estimate B) =
      2 * ∑ p ∈ (univ : Finset ι).offDiag, A p.1 p.2 * B p.1 p.2 := by
  have hmean : ∀ M : Matrix ι ι ℝ, mean (estimate M) = M.trace := by
    intro M
    rw [funext (estimate_eq M), mean_affine, sum_eq_zero, add_zero]
    intro p hp
    have hp' : p.1 ≠ p.2 := by simpa using hp
    have h0 : mean (fun s : ι → ℤˣ => spin s p.1 * spin s p.2) = 0 :=
      mean_eq_zero_of_flip p.1 _ fun s => by simp [spin, flipAt, hp'.symm]
    rw [h0, mul_zero]
  have h : (fun s => (estimate A s - A.trace) * (estimate B s - B.trace)) =
      fun s => 0 + ∑ p ∈ (univ : Finset ι).offDiag, A p.1 p.2 *
        (0 + ∑ q ∈ (univ : Finset ι).offDiag, B q.1 q.2 *
          (spin s p.1 * spin s p.2 * (spin s q.1 * spin s q.2))) := by
    funext s
    rw [estimate_eq A, estimate_eq B, add_sub_cancel_left, add_sub_cancel_left, zero_add,
      sum_mul]
    refine sum_congr rfl fun p _ => ?_
    rw [zero_add, mul_assoc]
    congr 1
    rw [mul_sum]
    exact sum_congr rfl fun q _ => by ring
  rw [covariance, hmean, hmean, h, mean_affine, zero_add, mul_sum]
  refine sum_congr rfl fun p hp => ?_
  have hp' : p.1 ≠ p.2 := by simpa using hp
  -- only `q = p` and its transpose survive the average
  have hq : ∀ q : ι × ι, B q.1 q.2 * mean (fun s : ι → ℤˣ =>
      spin s p.1 * spin s p.2 * (spin s q.1 * spin s q.2)) =
      (if q = p then B q.1 q.2 else 0) + (if q = (p.2, p.1) then B q.1 q.2 else 0) := by
    intro q
    rw [mean_pair_mul_pair hp']
    simp only [Prod.mk.eta, mul_add, mul_ite, mul_one, mul_zero]
  rw [mean_affine, zero_add, sum_congr rfl fun q _ => hq q, sum_add_distrib, sum_ite_eq',
    sum_ite_eq', if_pos hp, if_pos (by simpa using hp'.symm)]
  change A p.1 p.2 * (B p.1 p.2 + B p.2 p.1) = 2 * (A p.1 p.2 * B p.1 p.2)
  rw [hB.apply p.1 p.2]
  ring

/-- For independent samples and step `h ≠ 0`, `h ^ 2` times the variance of the difference
quotient is the sum of the two separate variances. -/
theorem variance_independent [Nonempty Ω] (f g : Ω → ℝ) {h : ℝ} (hh : h ≠ 0) :
    h ^ 2 * variance (fun ω : Ω × Ω => (f ω.1 - g ω.2) / h) = variance f + variance g := by
  have hN : (Fintype.card Ω : ℝ) ≠ 0 := Nat.cast_ne_zero.mpr Fintype.card_ne_zero
  have hc : ∑ x, (f x - mean f) = 0 := by
    have e : (Fintype.card Ω : ℝ) * mean f = ∑ x, f x := by unfold mean; field_simp
    rw [sum_sub_distrib, sum_const, card_univ, nsmul_eq_mul, e, sub_self]
  have hm : mean (fun ω : Ω × Ω => (f ω.1 - g ω.2) / h) = (mean f - mean g) / h := by
    simp only [mean, ← sum_div, Fintype.sum_prod_type, sum_sub_distrib, sum_const,
      card_univ, nsmul_eq_mul, Fintype.card_prod, Nat.cast_mul, ← mul_sum]
    field_simp
  -- the cross term vanishes because the centred `f` sums to zero
  have key : ∀ F G : Ω → ℝ, ∑ x, F x = 0 → ∑ ω : Ω × Ω, (F ω.1 - G ω.2) ^ 2 =
      Fintype.card Ω * (∑ x, F x ^ 2 + ∑ x, G x ^ 2) := by
    intro F G hF
    simp only [Fintype.sum_prod_type, sub_sq, sum_add_distrib, sum_sub_distrib, sum_const,
      card_univ, nsmul_eq_mul, ← mul_sum, ← sum_mul, hF]
    ring
  have hv : ∀ ω : Ω × Ω, ((f ω.1 - g ω.2) / h - (mean f - mean g) / h) *
      ((f ω.1 - g ω.2) / h - (mean f - mean g) / h) =
      ((f ω.1 - mean f) - (g ω.2 - mean g)) ^ 2 / h ^ 2 := fun ω => by ring
  have hk := key (fun x => f x - mean f) (fun x => g x - mean g) hc
  rw [variance, covariance, hm, funext hv, mean, ← sum_div, hk, Fintype.card_prod,
    Nat.cast_mul]
  have hsq : ∀ u : Ω → ℝ, variance u = (∑ x, (u x - mean u) ^ 2) / Fintype.card Ω := by
    intro u
    simp only [sq]
    rfl
  rw [hsq, hsq]
  field_simp

/-- Let `A h` be symmetric with entrywise derivative `A'` at zero. With a common sign vector
the variance of the difference quotient tends to twice the off-diagonal weight of `A'`; with
independent ones, `h ^ 2` times it tends to four times that of `A 0`. -/
theorem correlated_sampling (A : ℝ → Matrix ι ι ℝ) (A' : Matrix ι ι ℝ)
    (hsymm : ∀ h, (A h).IsSymm) (hA : ∀ i j, HasDerivAt (fun h => A h i j) (A' i j) 0) :
    Tendsto (fun h => variance fun s => (estimate (A h) s - estimate (A 0) s) / h)
      (𝓝[≠] 0) (𝓝 (2 * offDiagWeight A')) ∧
    Tendsto (fun h => h ^ 2 * variance fun st : (ι → ℤˣ) × (ι → ℤˣ) =>
      (estimate (A h) st.1 - estimate (A 0) st.2) / h)
      (𝓝[≠] 0) (𝓝 (4 * offDiagWeight (A 0))) := by
  have hvar : ∀ M : Matrix ι ι ℝ, M.IsSymm →
      variance (estimate M) = 2 * offDiagWeight M := by
    intro M hM
    rw [variance, covariance_estimate M M hM]
    simp only [offDiagWeight, sq]
  constructor
  · -- the correlated quotient is the estimate for the difference-quotient matrix
    have he : ∀ h, (fun s => (estimate (A h) s - estimate (A 0) s) / h) =
        estimate (h⁻¹ • (A h - A 0)) := by
      intro h
      funext s
      simp only [estimate, Matrix.smul_apply, Matrix.sub_apply, smul_eq_mul,
        ← sum_sub_distrib, sum_div]
      exact sum_congr rfl fun i _ => sum_congr rfl fun j _ => by ring
    have hd : ∀ i j, Tendsto (fun h => (h⁻¹ • (A h - A 0)) i j) (𝓝[≠] 0)
        (𝓝 (A' i j)) := by
      intro i j
      have := (hA i j).tendsto_slope_zero
      simpa only [zero_add, Matrix.smul_apply, Matrix.sub_apply] using this
    simp only [he, fun h => hvar _ (((hsymm h).sub (hsymm 0)).smul h⁻¹)]
    exact (tendsto_finsetSum _ fun p _ => (hd p.1 p.2).pow 2).const_mul 2
  · -- independent variances add and stay finite
    have hw : Tendsto (fun h => offDiagWeight (A h)) (𝓝[≠] 0) (𝓝 (offDiagWeight (A 0))) :=
      tendsto_finsetSum _ fun p _ =>
        ((hA p.1 p.2).continuousAt.tendsto.mono_left nhdsWithin_le_nhds).pow 2
    rw [show 4 * offDiagWeight (A 0) = 2 * offDiagWeight (A 0) + 2 * offDiagWeight (A 0) by
      ring]
    refine ((hw.const_mul 2).add_const (2 * offDiagWeight (A 0))).congr' ?_
    filter_upwards [self_mem_nhdsWithin] with h hh
    rw [variance_independent (estimate (A h)) (estimate (A 0)) hh, hvar _ (hsymm h),
      hvar _ (hsymm 0)]

/-- For symmetric `A h` differentiable at zero, if `A 0` has a nonzero off-diagonal entry,
the variance of the difference quotient with independent sign vectors diverges as `h → 0`. -/
theorem independent_sampling_diverges (A : ℝ → Matrix ι ι ℝ) (A' : Matrix ι ι ℝ)
    (hsymm : ∀ h, (A h).IsSymm) (hA : ∀ i j, HasDerivAt (fun h => A h i j) (A' i j) 0)
    {i j : ι} (hij : i ≠ j) (h0 : A 0 i j ≠ 0) :
    Tendsto (fun h => variance fun st : (ι → ℤˣ) × (ι → ℤˣ) =>
      (estimate (A h) st.1 - estimate (A 0) st.2) / h) (𝓝[≠] 0) atTop := by
  have hpos : 0 < offDiagWeight (A 0) :=
    sum_pos' (fun p _ => sq_nonneg _) ⟨(i, j), by simpa using hij, by positivity⟩
  have hsq : Tendsto (fun h : ℝ => h ^ 2) (𝓝[≠] 0) (𝓝[>] 0) := by
    refine tendsto_nhdsWithin_iff.mpr ⟨?_, ?_⟩
    · have hc : Tendsto (fun h : ℝ => h ^ 2) (𝓝 0) (𝓝 (0 ^ 2)) :=
        (continuous_pow 2).tendsto 0
      rw [zero_pow two_ne_zero] at hc
      exact hc.mono_left nhdsWithin_le_nhds
    · filter_upwards [self_mem_nhdsWithin] with h hh
      have hne : h ≠ 0 := hh
      exact (by positivity : (0 : ℝ) < h ^ 2)
  -- the variance is `1 / h ^ 2` times a quantity with a positive limit
  have hlim := (tendsto_inv_nhdsGT_zero.comp hsq).atTop_mul_pos
    (by linarith : 0 < 4 * offDiagWeight (A 0)) (correlated_sampling A A' hsymm hA).2
  refine hlim.congr' ?_
  filter_upwards [self_mem_nhdsWithin] with h hh
  exact inv_mul_cancel_left₀ (pow_ne_zero 2 hh) _

end

end CorrelatedSampling
```

```lean
#print axioms CorrelatedSampling.independent_sampling_diverges
```

```
'CorrelatedSampling.independent_sampling_diverges' depends on axioms: [propext, Classical.choice, Quot.sound]
```

## From sign flips to the covariance

`mean_affine` is linearity of the average, and `spin_mul_self` is $s_i^2=1$. In `mean_eq_zero_of_flip`, multiplication by `flipAt a` is a bijection, so the sum of an odd observable equals its own negative; `linarith` concludes that it vanishes.

`mean_pair_mul_pair` makes the case distinction for four signs: two `by_cases` steps treat a site that occurs once, and `grind` identifies the remaining pairs as equal up to order. `estimate_eq` separates the trace from the off-diagonal noise.

`covariance_estimate` first finds the means, then expands the product into a double sum. The two uses of `sum_ite_eq'` select the pair itself and its transpose, and `hB.apply` merges them into the factor two. Only `B` has to be symmetric.

## From variances to limits

`variance_independent` holds for any two observables on a finite nonempty sample space. Its internal claim `key` removes the cross term using only that the centred `f` sums to zero.

In `correlated_sampling`, `hvar` specialises the covariance to $2W(M)$. For the shared vector, `he` rewrites the quotient as the estimate for $D_h$, `hd` obtains the entrywise limits from `tendsto_slope_zero`, and `tendsto_finsetSum` carries them through the sum of squares. For independent vectors, `hw` is continuity of the weight, and `filter_upwards` supplies the $h\neq0$ needed to apply `variance_independent`.

`independent_sampling_diverges` gets a positive weight from the nonzero entry. `hsq` shows that $h^2$ tends to zero through positive values, so its inverse diverges, and `atTop_mul_pos` multiplies that inverse by the quantity with a positive limit.
